# A level linearly coupled to harmonic modes is a shifted level plus free displaced modes

If I read the energy of an occupied electronic level directly off

\[
H = eP + w\,ba + gP(a+b),
\]

I get \(e\), which ignores the relaxation of the vibration around the charge. Counting vibrational quanta with \(ba\) doesn't help either, because for \(g\neq 0\) the coupling creates and destroys those quanta whenever the level is occupied. The usual remedy is to displace the oscillator in proportion to the occupation \(P\): with \(A=a+(g/w)P\) and \(B=b+(g/w)P\), the coupling should disappear, the level should move to \(e-g^2/w\), and the frequency should stay \(w\). Can this be made rigorous using only the operator relations, and checked by machine, preferably for several modes and complex couplings?

## Completing the square with operators

Yes. Take finitely many modes, labelled by \(i\), with lowering operators \(a_i\), raising operators \(b_i\), real nonzero frequencies \(w_i\) and complex couplings \(g_i\). Units have \(\hbar=1\), and zero-point energies are left out. The Hamiltonian is

\[
H = eP+\sum_i\bigl[w_i b_i a_i + P(g_i a_i+\bar g_i b_i)\bigr],
\]

and the displaced operators are

\[
A_i=a_i+\frac{\bar g_i}{w_i}P,\qquad B_i=b_i+\frac{g_i}{w_i}P .
\]

Since \(P\) commutes with every \(a_i\) and \(b_j\), the additional terms in the commutator vanish:

\[
[A_i,B_j]=[a_i,b_j]+\frac{g_j}{w_j}[a_i,P]+\frac{\bar g_i}{w_i}[P,b_j]+\frac{\bar g_i g_j}{w_iw_j}[P,P]=[a_i,b_j].
\]

In particular, \([a_i,b_i]=1\) gives \([A_i,B_i]=1\).

Next, expand the energy of one displaced mode:

\[
w_iB_iA_i = w_ib_ia_i+\bar g_i\, b_iP+g_i\,Pa_i+\frac{|g_i|^2}{w_i}P^2 .
\]

With \(b_iP=Pb_i\), the first three terms are the coupled mode. Hence

\[
w_ib_ia_i+P(g_ia_i+\bar g_ib_i)=w_iB_iA_i-\frac{|g_i|^2}{w_i}P^2 .
\]

An occupation that is 0 or 1 satisfies \(P^2=P\), so summing over the modes gives

\[
H=\Bigl(e-\sum_i\frac{|g_i|^2}{w_i}\Bigr)P+\sum_i w_iB_iA_i .
\]

One mode with real \(g\) is the case in the question.

## Unchanged frequencies and a reduced repulsion

For the excitation energies, assume \([a_i,b_j]=\delta_{ij}\) and \([b_i,b_j]=0\). Then \([b_ia_i,b_j]=\delta_{ij}b_i\), \([Pa_i,b_j]=\delta_{ij}P\) and \([Pb_i,b_j]=0\), so only mode \(j\) contributes:

\[
[H,b_j]=w_jb_j+g_jP=w_jB_j .
\]

Every term of \(H\) commutes with \(P\), so adding \((g_j/w_j)P\) to \(b_j\) leaves this commutator unchanged, and \([H,B_j]=w_jB_j\). Applied to an eigenvector of \(H\), \(B_j\) therefore raises the energy by \(w_j\), unless it gives zero.

If a site has two spin occupations \(n_\uparrow,n_\downarrow\), the charge is \(N=n_\uparrow+n_\downarrow\), which is no longer a projection. Its square is

\[
N^2=N+2n_\uparrow n_\downarrow .
\]

For one mode, the term \(-(|g|^2/w)N^2\) therefore changes \(e\) to \(e-|g|^2/w\) and the Hubbard repulsion \(U\) to \(U-2|g|^2/w\) in the electronic energy \(eN+Un_\uparrow n_\downarrow\).

## The Lean file

```lean
import Mathlib

open scoped ComplexConjugate

namespace PolaronTransformation

noncomputable section

variable {R : Type*} [Ring R] [Algebra ℂ R]

/-- One harmonic mode of frequency `w`, coupled linearly with strength `g` to the charge `N`. -/
def modeEnergy (w : ℝ) (g : ℂ) (N a b : R) : R :=
  (w : ℂ) • (b * a) + N * (g • a + conj g • b)

/-- The lowering operator of a mode, displaced in proportion to the charge `N`. -/
def dressedLower (w : ℝ) (g : ℂ) (N a : R) : R := a + (conj g / (w : ℂ)) • N

/-- The raising operator of a mode, displaced in proportion to the charge `N`. -/
def dressedRaise (w : ℝ) (g : ℂ) (N b : R) : R := b + (g / (w : ℂ)) • N

/-- The relaxation energy `|g|² / w` of one mode. -/
def relaxation (w : ℝ) (g : ℂ) : ℝ := Complex.normSq g / w

/-- An electronic level of energy `e` and occupation `P`, coupled to a finite set of modes. -/
def hamiltonian {ι : Type*} [Fintype ι] (e : ℝ) (w : ι → ℝ) (g : ι → ℂ)
    (P : R) (a b : ι → R) : R :=
  (e : ℂ) • P + ∑ i, modeEnergy (w i) (g i) P (a i) (b i)

/-- The commutator of a dressed lowering and a dressed raising operator, of the same mode or of
two different modes, equals that of the bare operators. -/
theorem dressed_commutator (w w' : ℝ) (g g' : ℂ) {N a b : R}
    (ha : Commute N a) (hb : Commute N b) :
    dressedLower w g N a * dressedRaise w' g' N b
      - dressedRaise w' g' N b * dressedLower w g N a = a * b - b * a := by
  simp only [dressedLower, dressedRaise, add_mul, mul_add, smul_mul_assoc, mul_smul_comm,
    ha.eq, hb.eq]
  module

/-- Completing the square: a coupled mode is a free dressed mode minus the relaxation energy
times the square of the charge. -/
theorem complete_square {w : ℝ} (hw : w ≠ 0) (g : ℂ) {N b : R} (a : R) (hb : Commute N b) :
    modeEnergy w g N a b =
      (w : ℂ) • (dressedRaise w g N b * dressedLower w g N a)
        - (relaxation w g : ℂ) • (N * N) := by
  have hw' : (w : ℂ) ≠ 0 := Complex.ofReal_ne_zero.mpr hw
  -- the identity for arbitrary displacements c and d
  have key : ∀ c d : ℂ, (w : ℂ) • (b * a) + N * (((w : ℂ) * c) • a + ((w : ℂ) * d) • b) =
      (w : ℂ) • ((b + c • N) * (a + d • N)) - ((w : ℂ) * c * d) • (N * N) := by
    intro c d
    simp only [mul_add, add_mul, smul_mul_assoc, mul_smul_comm, hb.eq]
    module
  have h1 : (w : ℂ) * (g / (w : ℂ)) = g := by field_simp
  have h2 : (w : ℂ) * (conj g / (w : ℂ)) = conj g := by field_simp
  have h3 : (w : ℂ) * (g / (w : ℂ)) * (conj g / (w : ℂ)) = (relaxation w g : ℂ) := by
    rw [h1, relaxation, Complex.ofReal_div, ← Complex.mul_conj]
    ring
  have h := key (g / (w : ℂ)) (conj g / (w : ℂ))
  rw [h3, h1, h2] at h
  exact h

/-- Polaron transformation: the coupled Hamiltonian is a level lowered by the total relaxation
energy plus free dressed modes with the original frequencies. -/
theorem polaron_transformation {ι : Type*} [Fintype ι] (e : ℝ) {w : ι → ℝ} (g : ι → ℂ)
    {P : R} (a : ι → R) {b : ι → R} (hw : ∀ i, w i ≠ 0) (hP : P * P = P)
    (hb : ∀ i, Commute P (b i)) :
    hamiltonian e w g P a b =
      ((e - ∑ i, relaxation (w i) (g i) : ℝ) : ℂ) • P
        + ∑ i, (w i : ℂ) •
          (dressedRaise (w i) (g i) P (b i) * dressedLower (w i) (g i) P (a i)) := by
  unfold hamiltonian
  rw [Finset.sum_congr rfl (fun i _ => complete_square (hw i) (g i) (a i) (hb i)), hP,
    Finset.sum_sub_distrib, ← Finset.sum_smul]
  simp only [Complex.ofReal_sub, Complex.ofReal_sum]
  module

/-- The occupation of the level commutes with the coupled Hamiltonian. -/
theorem occupation_conserved {ι : Type*} [Fintype ι] (e : ℝ) (w : ι → ℝ) (g : ι → ℂ)
    {P : R} {a b : ι → R} (ha : ∀ i, Commute P (a i)) (hb : ∀ i, Commute P (b i)) :
    Commute P (hamiltonian e w g P a b) := by
  unfold hamiltonian modeEnergy
  refine ((Commute.refl P).smul_right _).add_right (Commute.sum_right _ _ _ fun i _ => ?_)
  exact (((hb i).mul_right (ha i)).smul_right _).add_right
    ((Commute.refl P).mul_right (((ha i).smul_right _).add_right ((hb i).smul_right _)))

/-- The commutator of one coupled mode with a raising operator `c`, in terms of `[a, c]`. -/
theorem modeEnergy_commutator (w : ℝ) (g : ℂ) {N a b c : R}
    (hbc : Commute b c) (hN : Commute N c) :
    modeEnergy w g N a b * c - c * modeEnergy w g N a b =
      (w : ℂ) • (b * (a * c - c * a)) + g • (N * (a * c - c * a)) := by
  have pull : ∀ x : R, Commute x c → x * a * c - c * (x * a) = x * (a * c - c * a) := by
    intro x hx
    rw [← mul_assoc c x a, ← hx.eq]
    noncomm_ring
  have h0 : N * b * c - c * (N * b) = 0 := sub_eq_zero.mpr (hN.mul_left hbc).eq
  calc modeEnergy w g N a b * c - c * modeEnergy w g N a b
      = (w : ℂ) • (b * a * c - c * (b * a)) + g • (N * a * c - c * (N * a))
          + conj g • (N * b * c - c * (N * b)) := by
        simp only [modeEnergy, mul_add, add_mul, smul_mul_assoc, mul_smul_comm]
        module
    _ = _ := by rw [pull b hbc, pull N hN, h0, smul_zero, add_zero]

/-- Each dressed raising operator obeys `[H, B] = w B` with the bare frequency of its mode. -/
theorem dressed_ladder {ι : Type*} [Fintype ι] [DecidableEq ι] (e : ℝ) {w : ι → ℝ}
    (g : ι → ℂ) {P : R} {a b : ι → R} (j : ι) (hw : w j ≠ 0)
    (hab : ∀ i, a i * b j - b j * a i = if i = j then 1 else 0)
    (hbb : ∀ i, Commute (b i) (b j))
    (ha : ∀ i, Commute P (a i)) (hb : ∀ i, Commute P (b i)) :
    hamiltonian e w g P a b * dressedRaise (w j) (g j) P (b j)
      - dressedRaise (w j) (g j) P (b j) * hamiltonian e w g P a b
      = (w j : ℂ) • dressedRaise (w j) (g j) P (b j) := by
  have hw' : (w j : ℂ) ≠ 0 := Complex.ofReal_ne_zero.mpr hw
  have hHP := (occupation_conserved e w g ha hb).eq
  -- only mode j contributes to the commutator with the bare operator
  have hsum : ∑ i, (modeEnergy (w i) (g i) P (a i) (b i) * b j
      - b j * modeEnergy (w i) (g i) P (a i) (b i)) = (w j : ℂ) • b j + g j • P := by
    rw [Finset.sum_congr rfl (fun i _ => modeEnergy_commutator (w i) (g i) (hbb i) (hb j)),
      Finset.sum_eq_single j]
    · simp [hab]
    · intro i _ hij
      simp [hab, hij]
    · simp
  have hHb : hamiltonian e w g P a b * b j - b j * hamiltonian e w g P a b
      = (w j : ℂ) • b j + g j • P := by
    rw [← hsum, Finset.sum_sub_distrib, ← Finset.sum_mul, ← Finset.mul_sum]
    simp only [hamiltonian, add_mul, mul_add, smul_mul_assoc, mul_smul_comm, (hb j).eq]
    abel
  have h1 : (w j : ℂ) * (g j / (w j : ℂ)) = g j := by field_simp
  simp only [dressedRaise, mul_add, add_mul, smul_mul_assoc, mul_smul_comm, hHP,
    smul_add, smul_smul, h1]
  rw [← hHb]
  abel

/-- On a site with two spin occupations, the coupling to a mode lowers the level by the
relaxation energy and the Hubbard repulsion `U` by twice that energy. -/
theorem hubbard_holstein_site (e U : ℝ) {w : ℝ} (hw : w ≠ 0) (g : ℂ) {nu nd b : R} (a : R)
    (hu : nu * nu = nu) (hd : nd * nd = nd) (hc : Commute nu nd)
    (hub : Commute nu b) (hdb : Commute nd b) :
    (e : ℂ) • (nu + nd) + (U : ℂ) • (nu * nd) + modeEnergy w g (nu + nd) a b =
      ((e - relaxation w g : ℝ) : ℂ) • (nu + nd)
        + ((U - 2 * relaxation w g : ℝ) : ℂ) • (nu * nd)
        + (w : ℂ) • (dressedRaise w g (nu + nd) b * dressedLower w g (nu + nd) a) := by
  -- the squared charge contains the pair term that renormalises U
  have hN : (nu + nd) * (nu + nd) = nu + nd + (2 : ℂ) • (nu * nd) := by
    rw [add_mul, mul_add, mul_add, hu, hd, ← hc.eq, two_smul]
    abel
  rw [complete_square hw g a (hub.add_left hdb), hN]
  simp only [Complex.ofReal_sub, Complex.ofReal_mul, Complex.ofReal_ofNat]
  module

/-- Polynomial vibrational states, one for each pair of spin occupations of a site. -/
abbrev States (ι : Type*) := Bool × Bool → MvPolynomial ι ℂ

/-- Lowering operator of mode `i`: the partial derivative. -/
def lowerOp {ι : Type*} (i : ι) : Module.End ℂ (States ι) where
  toFun ψ s := MvPolynomial.pderiv i (ψ s)
  map_add' ψ φ := by funext s; simp
  map_smul' c ψ := by funext s; simp

/-- Raising operator of mode `i`: multiplication by the variable. -/
def raiseOp {ι : Type*} (i : ι) : Module.End ℂ (States ι) where
  toFun ψ s := MvPolynomial.X i * ψ s
  map_add' ψ φ := by funext s; simp [mul_add]
  map_smul' c ψ := by funext s; simp

/-- Projection onto the electronic configurations selected by `σ`. -/
def occupationOp {ι : Type*} (σ : Bool × Bool → Bool) : Module.End ℂ (States ι) where
  toFun ψ s := if σ s then ψ s else 0
  map_add' ψ φ := by funext s; cases h : σ s <;> simp [h]
  map_smul' c ψ := by funext s; cases h : σ s <;> simp [h]

/-- The polynomial operators satisfy `[a i, b j] = 1` for `i = j` and `0` otherwise, the raising
operators commute with one another, and the occupations are commuting projections that commute with
all mode operators. -/
theorem operators_witness {ι : Type*} [DecidableEq ι] :
    (∀ i j : ι, lowerOp i * raiseOp j - raiseOp j * lowerOp i = if i = j then 1 else 0) ∧
    (∀ i j : ι, Commute (raiseOp i) (raiseOp j)) ∧
    ∀ σ τ : Bool × Bool → Bool,
      (occupationOp σ * occupationOp σ : Module.End ℂ (States ι)) = occupationOp σ ∧
      Commute (occupationOp σ : Module.End ℂ (States ι)) (occupationOp τ) ∧
      ∀ i : ι, Commute (occupationOp σ) (lowerOp i) ∧ Commute (occupationOp σ) (raiseOp i) := by
  -- the product rule gives the canonical commutator
  have key : ∀ (i j : ι) (p : MvPolynomial ι ℂ),
      MvPolynomial.pderiv i (MvPolynomial.X j * p) - MvPolynomial.X j * MvPolynomial.pderiv i p
        = if i = j then p else 0 := by
    intro i j p
    rw [Derivation.leibniz, smul_eq_mul, smul_eq_mul]
    split_ifs with h
    · subst h
      rw [MvPolynomial.pderiv_X_self]
      ring
    · rw [MvPolynomial.pderiv_X_of_ne (Ne.symm h)]
      ring
  refine ⟨fun i j => LinearMap.ext fun ψ => funext fun s => ?_,
    fun i j => (commute_iff_eq _ _).mpr (LinearMap.ext fun ψ => funext fun s => ?_),
    fun σ τ => ⟨LinearMap.ext fun ψ => funext fun s => ?_,
      (commute_iff_eq _ _).mpr (LinearMap.ext fun ψ => funext fun s => ?_),
      fun i => ⟨(commute_iff_eq _ _).mpr (LinearMap.ext fun ψ => funext fun s => ?_),
        (commute_iff_eq _ _).mpr (LinearMap.ext fun ψ => funext fun s => ?_)⟩⟩⟩
  · refine (key i j (ψ s)).trans ?_
    split_ifs <;> rfl
  · exact mul_left_comm _ _ _
  · cases h : σ s <;> simp [occupationOp, h]
  · cases h : σ s <;> cases h' : τ s <;> simp [occupationOp, h, h']
  · cases h : σ s <;> simp [occupationOp, lowerOp, h]
  · cases h : σ s <;> simp [occupationOp, raiseOp, h]

end

end PolaronTransformation
```

```lean
#print axioms PolaronTransformation.dressed_commutator
#print axioms PolaronTransformation.polaron_transformation
#print axioms PolaronTransformation.dressed_ladder
#print axioms PolaronTransformation.hubbard_holstein_site
```

```
'PolaronTransformation.dressed_commutator' depends on axioms: [propext, Classical.choice, Quot.sound]
'PolaronTransformation.polaron_transformation' depends on axioms: [propext, Classical.choice, Quot.sound]
'PolaronTransformation.dressed_ladder' depends on axioms: [propext, Classical.choice, Quot.sound]
'PolaronTransformation.hubbard_holstein_site' depends on axioms: [propext, Classical.choice, Quot.sound]
```

## What the operators and hypotheses stand for

`R` is any ring that is also an algebra over ℂ, and its elements play the part of operators. The real parameters `e`, `w` and `U` are converted to complex numbers before they multiply operators. The finite index type `ι` labels the modes; it may be empty, in which case the shift is zero.

`modeEnergy` is one oscillator together with its coupling to a charge `N`. `dressedLower` and `dressedRaise` are \(A\) and \(B\), and `relaxation` is \(|g|^2/w\). The convention is that `g` multiplies the lowering operator and its conjugate multiplies the raising operator, which is why the conjugate appears in \(A\).

The hypotheses have direct physical readings:

- `P * P = P` says that the occupation has no possible values other than 0 and 1.
- `Commute P (b i)` holds because electronic occupation and vibration are separate degrees of freedom.
- `w i ≠ 0` says that each mode has a harmonic term against which it can be displaced. For positive frequencies the shift lowers the level, or leaves it alone if all couplings vanish; the algebra also admits negative ones.

`polaron_transformation` states the identity for \(H\). It does not use the canonical commutator, so for this single-level model it also holds for the truncated oscillator matrices of a numerical simulation. For nonzero coupling, the energies of the occupied level computed with such matrices in general still carry a truncation error. `dressed_ladder` does assume the canonical commutator \([a_i,b_j]=\delta_{ij}\), which finite matrices of nonzero size cannot satisfy. `hubbard_holstein_site` treats one site and one mode, with commuting spin occupations.

The name "polaron transformation" often means conjugation by a unitary exponential. Here the displaced operators are written down directly, and no unitary is constructed. The algebra has no adjoint, so \(b_i\) is not required to be the adjoint of \(a_i\), and no spectrum or ground state is established. The model has linear coupling and harmonic modes whose frequencies do not depend on the charge, and it contains no electron hopping.

For electronic structure, within this one-level linear-coupling model with positive frequencies, canonical commutators and \(b_i=a_i^\dagger\), \(\sum_i|g_i|^2/w_i\) is the difference between the mean energy of filling the level with the vibrations held in their uncoupled ground state and the energy after they relax.

## How the proofs follow the algebra

`dressed_commutator` expands both products and uses the commutation hypotheses to put the factors in a common order. The tactic `module` then compares the scalar coefficients, and the additional terms cancel. Its two frequencies and couplings are independent, so it covers different modes as well as a single one.

`complete_square` first proves `key`, the expansion for arbitrary displacements `c` and `d`. The facts `h1`, `h2` and `h3` insert the actual displacements and identify the coefficient of \(N^2\) as the relaxation energy. Only the commutation of `N` with `b` is needed, as in the expansion above.

`polaron_transformation` applies this identity to each term of the sum, replaces `P * P` by `P`, and collects the relaxation energies into one coefficient.

`occupation_conserved` builds the commutation of \(P\) with \(H\) from that of its terms. `modeEnergy_commutator` rests on the local fact `pull`: if \(x\) commutes with \(c\), then \([xa,c]=x[a,c]\). It is used with \(x=b\) and \(x=N\), while the term containing \(Nb\) drops out.

In `dressed_ladder`, `hsum` reduces the sum over modes to mode \(j\), and `hHb` turns this into \([H,b_j]=w_jb_j+g_jP\). The last lines add the displacement, using that \(P\) commutes with \(H\).

`hubbard_holstein_site` proves the formula for \(N^2\) as `hN`, substitutes it into the completed square, and gathers the coefficients of the charge and of the pair term.

Finally, `operators_witness` supplies a concrete model of the operator relations. A state in `States ι` assigns a polynomial to each of the four spin configurations. `lowerOp` differentiates with respect to one variable, `raiseOp` multiplies by it, and `occupationOp` keeps selected configurations and sets the others to zero. The canonical commutator is the product rule,

\[
\partial_i(x_jp)-x_j\partial_ip=\delta_{ij}p,
\]

and the relations for the occupations are checked configuration by configuration.
